# The imaginary-time amplitude of a coupled two-level system converges to its ground-state coupled-cluster root

The propagated state is defined here by a matrix exponential, not by a differential equation, so its equations of motion are proved. The Hamiltonian is real, with reference energy zero, excited energy $D$ and coupling $v$:

$$H=\begin{pmatrix}0&v\\v&D\end{pmatrix},\qquad (c_0,c_1)=e^{-\tau H}e_0,\qquad s=\frac{c_1}{c_0}.$$

Here $e_0=(1,0)$ is the reference and $\tau$ is imaginary time with $\hbar=1$. The state is not renormalised during propagation.

In Lean, `ham` is $H$, `evolved v D τ` is the vector $(c_0,c_1)$, and `amplitude` is $s$. `gap` is $g=\sqrt{D^2+4v^2}$, and `clusterRoot` is $s_0=(D-g)/(2v)$.

```lean
import Mathlib

open Matrix Filter
open scoped Topology

namespace TwoLevelCoupledCluster

noncomputable section

/-- The two-level Hamiltonian with reference energy `0`, excited energy `D` and coupling `v`. -/
def ham (v D : ℝ) : Matrix (Fin 2) (Fin 2) ℝ := !![0, v; v, D]

/-- The reference state propagated to imaginary time `τ`, that is `exp (-τ H) e₀`. -/
def evolved (v D τ : ℝ) : Fin 2 → ℝ := NormedSpace.exp ((-τ) • ham v D) *ᵥ ![1, 0]

/-- The cluster amplitude `c₁ / c₀` of the propagated state, defined where `c₀ ≠ 0`. -/
def amplitude (v D τ : ℝ) : ℝ := evolved v D τ 1 / evolved v D τ 0

/-- The energy gap `√(D² + 4v²)` between the two levels. -/
def gap (v D : ℝ) : ℝ := √(D ^ 2 + 4 * v ^ 2)

/-- The coupled-cluster root `(D - √(D² + 4v²)) / (2v)`, defined for `v ≠ 0`. -/
def clusterRoot (v D : ℝ) : ℝ := (D - gap v D) / (2 * v)
```

## A complete set of eigenvectors

Suppose the columns of $P$ are eigenvectors of $A$ with energies $e_i$ (numbers in this section, not the reference vector $e_0$), so that $AP=P\,\mathrm{diag}(e_i)$. Each stationary state then only acquires a factor $e^{-\tau e_i}$. If $P$ is invertible, $A=P\,\mathrm{diag}(e_i)P^{-1}$, and exponentiating gives

$$e^{-\tau A}P=P\,\mathrm{diag}(e^{-\tau e_i}).$$

The proof follows this route with `Matrix.exp_conj` and `Matrix.exp_diagonal`. Invertibility, `hP`, serves the conjugation step; the power series gives the same identity for a singular $P$. Without the eigenvector equation `h`, propagation generally mixes the columns.

```lean
/-- If the columns of an invertible `P` are eigenvectors of `A` with energies `e i`, then
imaginary-time propagation multiplies the `i`-th column by `exp (-τ e i)`. -/
theorem propagate_eigenframe {n : Type*} [Fintype n] [DecidableEq n]
    {A P : Matrix n n ℝ} {e : n → ℝ} (hP : IsUnit P.det)
    (h : A * P = P * diagonal e) (τ : ℝ) :
    NormedSpace.exp ((-τ) • A) * P = P * diagonal (fun i => Real.exp (-(τ * e i))) := by
  have hd : diagonal (fun i => -(τ * e i)) = (-τ) • diagonal e := by
    rw [← Matrix.diagonal_smul]
    congr 1
    funext i
    simp
  have hA : (-τ) • A = P * diagonal (fun i => -(τ * e i)) * P⁻¹ := by
    rw [hd, Matrix.mul_smul, Matrix.smul_mul, ← h, Matrix.mul_assoc,
      Matrix.mul_nonsing_inv _ hP, Matrix.mul_one]
  have hexp : NormedSpace.exp (diagonal (fun i => -(τ * e i)))
      = diagonal (fun i => Real.exp (-(τ * e i))) := by
    rw [Matrix.exp_diagonal]
    congr 1
    funext i
    simp [Real.exp_eq_exp_ℝ]
  rw [hA, Matrix.exp_conj _ _ ((Matrix.isUnit_iff_isUnit_det P).2 hP), Matrix.mul_assoc,
    Matrix.nonsing_inv_mul _ hP, Matrix.mul_one, hexp]
```

## A root of the coupled-cluster equation

With one excitation operator $T=r|1\rangle\langle0|$, $T^2=0$ and $e^Te_0=(1,r)$. Projecting $e^{-T}He^Te_0$ on the excited state and setting the result to zero gives

$$v+Dr-vr^2=0.$$

The projection on the reference is the energy $vr$. The hypothesis `h` says that $r$ satisfies this equation. By hand, it is what makes both vectors below eigenvectors:

$$H(1,r)=(vr,\,v+Dr)=vr\,(1,r),$$
$$H(-r,1)=(v,\,D-vr)=(D-vr)(-r,1).$$

Since $(1+r^2)e_0=(1,r)-r(-r,1)$, propagation gives

$$c_0=\frac{e^{-\tau vr}+r^2e^{-\tau(D-vr)}}{1+r^2},\qquad
c_1=\frac{r\left(e^{-\tau vr}-e^{-\tau(D-vr)}\right)}{1+r^2}.$$

In the proof, `hint` checks the eigenvectors, `he` expands the reference, and `hvec` propagates it. The frame has determinant $1+r^2>0$. If $r$ is not a root, the expansion of $e_0$ still holds, but $(1,r)$ is not an eigenvector and the closed forms for $c_0$ and $c_1$ fail as functions of $\tau$.

```lean
/-- Any solution `r` of the coupled-cluster equation `v + D r - v r² = 0` gives both
components of the propagated state in closed form. -/
theorem evolved_eq {v D r : ℝ} (h : v + D * r - v * r ^ 2 = 0) (τ : ℝ) :
    evolved v D τ 0 = (Real.exp (-(τ * (v * r)))
      + r ^ 2 * Real.exp (-(τ * (D - v * r)))) / (1 + r ^ 2) ∧
    evolved v D τ 1 = r * (Real.exp (-(τ * (v * r)))
      - Real.exp (-(τ * (D - v * r)))) / (1 + r ^ 2) := by
  have hN : 1 + r ^ 2 ≠ 0 := by positivity
  have hdet : IsUnit (!![1, -r; r, 1] : Matrix (Fin 2) (Fin 2) ℝ).det := by
    rw [Matrix.det_fin_two_of]
    exact isUnit_iff_ne_zero.2
      (show (0 : ℝ) < 1 * 1 - -r * r by nlinarith [sq_nonneg r]).ne'
  -- the columns (1, r) and (-r, 1) are eigenvectors
  have hint : ham v D * !![1, -r; r, 1]
      = !![1, -r; r, 1] * diagonal ![v * r, D - v * r] := by
    ext i j
    fin_cases i <;> fin_cases j <;>
      simp [ham, Matrix.mul_apply, Fin.sum_univ_two, diagonal_apply] <;> nlinarith [h]
  -- the reference state expanded in these eigenvectors
  have he : (1 + r ^ 2) • (![1, 0] : Fin 2 → ℝ) = !![1, -r; r, 1] *ᵥ ![1, -r] := by
    ext i
    fin_cases i <;> simp [Matrix.mulVec, dotProduct, Fin.sum_univ_two]
    ring
  have hvec : (1 + r ^ 2) • evolved v D τ = !![1, -r; r, 1] *ᵥ
      (diagonal (fun i => Real.exp (-(τ * ![v * r, D - v * r] i))) *ᵥ ![1, -r]) := by
    rw [evolved, ← Matrix.mulVec_smul, he, Matrix.mulVec_mulVec,
      propagate_eigenframe hdet hint, ← Matrix.mulVec_mulVec]
  have h0 := congrFun hvec 0
  have h1 := congrFun hvec 1
  simp [Matrix.mulVec, dotProduct, Fin.sum_univ_two, diagonal_apply] at h0 h1
  constructor
  · rw [eq_div_iff hN]
    linarith
  · rw [eq_div_iff hN]
    linarith
```

## Nonzero coupling and the lower energy

The hypothesis $v\ne0$ means that the Hamiltonian connects the reference to the excited state. By hand it permits division by $2v$, giving $vs_0=(D-g)/2$. Then

$$v(v+Ds_0-vs_0^2)=v^2+\frac{(D-g)(D+g)}4=0,$$

and cancelling $v$ shows that $s_0$ is a root. In Lean, `field_simp` and `mul_left_cancel₀` use `hv` at these two places.

```lean
/-- For `v ≠ 0` the root `s₀` has `v s₀ = (D - √(D² + 4v²)) / 2` and solves the
coupled-cluster equation. -/
theorem clusterRoot_spec {v : ℝ} (hv : v ≠ 0) (D : ℝ) :
    v * clusterRoot v D = (D - gap v D) / 2 ∧
    v + D * clusterRoot v D - v * clusterRoot v D ^ 2 = 0 := by
  have hE : v * clusterRoot v D = (D - gap v D) / 2 := by
    unfold clusterRoot
    field_simp
  have hg : gap v D ^ 2 = D ^ 2 + 4 * v ^ 2 := Real.sq_sqrt (by positivity)
  refine ⟨hE, mul_left_cancel₀ hv ?_⟩
  linear_combination (D - v * clusterRoot v D - (D - gap v D) / 2) * hE - (1 / 4) * hg
```

This root belongs to the ground state. For $r=s_0$ and any real $x=(x_0,x_1)$, expanding and using the root equation gives

$$x\cdot Hx-vr\,x\cdot x=(D-vr)(x_1-rx_0)^2\ge0,$$

because $D-vs_0=(D+g)/2$ and $g\ge|D|$. Dividing by $x\cdot x$ for $x\ne0$ gives the bound on the normalised energy expectation value. The theorem states the bound for real vectors; for a complex state it follows by adding the bounds for the real and imaginary parts, since $H$ is real and symmetric. The identity is `key` in the proof.

```lean
/-- For `v ≠ 0` the state `(1, s₀)` is an eigenvector of energy `v s₀`, and no real state has a
lower energy expectation value. -/
theorem clusterRoot_ground {v : ℝ} (hv : v ≠ 0) (D : ℝ) :
    ham v D *ᵥ ![1, clusterRoot v D] = (v * clusterRoot v D) • ![1, clusterRoot v D] ∧
    ∀ x : Fin 2 → ℝ, v * clusterRoot v D * (x ⬝ᵥ x) ≤ x ⬝ᵥ (ham v D *ᵥ x) := by
  obtain ⟨hE, h⟩ := clusterRoot_spec hv D
  have hg : |D| ≤ gap v D := Real.abs_le_sqrt (by nlinarith [sq_nonneg v])
  have hpos : 0 ≤ D - v * clusterRoot v D := by linarith [neg_abs_le D]
  generalize clusterRoot v D = r at h hpos ⊢
  constructor
  · ext i
    fin_cases i <;> simp [ham, Matrix.mulVec, dotProduct, Fin.sum_univ_two]
    nlinarith [h]
  · intro x
    -- the energy above v r is a square with non-negative weight
    have key : x ⬝ᵥ (ham v D *ᵥ x) - v * r * (x ⬝ᵥ x)
        = (D - v * r) * (x 1 - r * x 0) ^ 2 := by
      simp [ham, Matrix.mulVec, dotProduct, Fin.sum_univ_two]
      linear_combination (2 * x 0 * x 1 - r * x 0 ^ 2) * h
    linarith [mul_nonneg hpos (sq_nonneg (x 1 - r * x 0))]
```

Without coupling the reference never moves: $c_0=1$ and $s=0$. If $D<0$, the projected energy stays at zero although the ground-state energy is $D$. Lean's division by zero would set $s_0=0$, so the stated formula for $vs_0$ would fail there.

## Equations of motion without a restriction on the coupling

Positivity of $c_0$ and the equations of motion hold for all real $v,D,\tau$. A root always exists: take $s_0$ if $v\ne0$ and $r=0$ if $v=0$. The closed form shows $c_0>0$. Differentiating it and using $r(D-vr)=-v$ gives

$$c_0'=\frac{-vre^{-\tau vr}+vre^{-\tau(D-vr)}}{1+r^2}=-vc_1,$$
$$c_1'=\frac{-vr^2e^{-\tau vr}-ve^{-\tau(D-vr)}}{1+r^2}=-(vc_0+Dc_1).$$

The `linear_combination` steps supply the root equation for these simplifications.

```lean
/-- The propagated state keeps a positive reference coefficient and obeys the imaginary-time
Schrödinger equation `c₀' = -v c₁`, `c₁' = -(v c₀ + D c₁)`. -/
theorem evolved_schrodinger (v D τ : ℝ) :
    0 < evolved v D τ 0 ∧
    HasDerivAt (fun t => evolved v D t 0) (-(v * evolved v D τ 1)) τ ∧
    HasDerivAt (fun t => evolved v D t 1)
      (-(v * evolved v D τ 0 + D * evolved v D τ 1)) τ := by
  obtain ⟨r, h⟩ : ∃ r : ℝ, v + D * r - v * r ^ 2 = 0 := by
    by_cases hv : v = 0
    · exact ⟨0, by simp [hv]⟩
    · exact ⟨_, (clusterRoot_spec hv D).2⟩
  have hexp (E : ℝ) :
      HasDerivAt (fun t : ℝ => Real.exp (-(t * E))) (-E * Real.exp (-(τ * E))) τ := by
    have h1 : HasDerivAt (fun t : ℝ => -(t * E)) (-E) τ := by
      simpa using ((hasDerivAt_id' τ).mul_const E).fun_neg
    exact h1.exp.congr_deriv (by ring)
  have f0 := funext fun t => (evolved_eq h t).1
  have f1 := funext fun t => (evolved_eq h t).2
  refine ⟨?_, ?_, ?_⟩
  · rw [(evolved_eq h τ).1]
    positivity
  · rw [f0, (evolved_eq h τ).2]
    refine (((hexp (v * r)).fun_add
      ((hexp (D - v * r)).const_mul (r ^ 2))).div_const (1 + r ^ 2)).congr_deriv ?_
    linear_combination (-(r * Real.exp (-(τ * (D - v * r)))) / (1 + r ^ 2)) * h
  · rw [f1, (evolved_eq h τ).1, (evolved_eq h τ).2]
    refine ((((hexp (v * r)).fun_sub
      (hexp (D - v * r))).const_mul r).div_const (1 + r ^ 2)).congr_deriv ?_
    linear_combination (Real.exp (-(τ * (v * r))) / (1 + r ^ 2)) * h
```

Since $c_0$ is nonzero, the quotient rule applies:

$$s'=\frac{c_1'}{c_0}-s\frac{c_0'}{c_0}=-v-Ds+vs^2.$$

The proof uses `fun_div`, then clears denominators.

```lean
/-- The cluster amplitude obeys the Riccati equation `s' = -v - D s + v s²`. -/
theorem amplitude_riccati (v D τ : ℝ) :
    HasDerivAt (amplitude v D)
      (-v - D * amplitude v D τ + v * amplitude v D τ ^ 2) τ := by
  obtain ⟨hpos, h0, h1⟩ := evolved_schrodinger v D τ
  have hne := hpos.ne'
  refine (h1.fun_div h0 hne).congr_deriv ?_
  unfold amplitude
  field_simp
  ring
```

Put $q=e^{-\tau(D-2vr)}$. Factoring $e^{-\tau vr}$ from both components gives

$$s=\frac{r(1-q)}{1+r^2q}.$$

```lean
/-- Any solution `r` of the coupled-cluster equation gives the amplitude in closed form, with
the single exponential `exp (-τ (D - 2 v r))`. -/
theorem amplitude_eq {v D r : ℝ} (h : v + D * r - v * r ^ 2 = 0) (τ : ℝ) :
    amplitude v D τ = r * (1 - Real.exp (-(τ * (D - 2 * v * r))))
      / (1 + r ^ 2 * Real.exp (-(τ * (D - 2 * v * r)))) := by
  have hN : 1 + r ^ 2 ≠ 0 := by positivity
  have hb : Real.exp (-(τ * (D - v * r)))
      = Real.exp (-(τ * (v * r))) * Real.exp (-(τ * (D - 2 * v * r))) := by
    rw [← Real.exp_add]
    congr 1
    ring
  rw [amplitude, (evolved_eq h τ).1, (evolved_eq h τ).2, hb, div_div_div_cancel_right₀ hN,
    div_eq_div_iff (by positivity) (by positivity)]
  ring
```

## A positive energy difference selects the root

The quantity $D-2vr=(D-vr)-vr$ is the energy of the other eigenvector minus that of $(1,r)$. The hypothesis `hg` makes it positive, so $(1,r)$ is the lower state. By hand this gives $q\to0$ and hence $s\to r$. For $\beta>0$, with $q$ evaluated at $\tau=\beta$,

$$-\frac{\log c_0(\beta)}\beta=vr-\frac1\beta\log\frac{1+r^2q}{1+r^2}\longrightarrow vr,$$

because the logarithm has a finite limit. In Lean, `hq` is the decay of $q$, and `h2` is the vanishing correction.

Without positivity, a root need not be the limit. For $v\ne0$, the other root $(D+g)/(2v)$ has energy difference $-g$, and the amplitude still tends to $s_0$.

```lean
/-- If a solution `r` of the coupled-cluster equation has `D - 2 v r > 0`, the amplitude tends
to `r` and the energy estimate `-log c₀(β) / β` tends to `v r`. -/
theorem projection_limits {v D r : ℝ} (h : v + D * r - v * r ^ 2 = 0)
    (hg : 0 < D - 2 * v * r) :
    Tendsto (amplitude v D) atTop (𝓝 r) ∧
    Tendsto (fun β => -Real.log (evolved v D β 0) / β) atTop (𝓝 (v * r)) := by
  have hq : Tendsto (fun τ : ℝ => Real.exp (-(τ * (D - 2 * v * r)))) atTop (𝓝 0) :=
    Real.tendsto_exp_neg_atTop_nhds_zero.comp (tendsto_id.atTop_mul_const hg)
  constructor
  · have h1 := ((hq.const_sub 1).const_mul r).div
      ((hq.const_mul (r ^ 2)).const_add 1) (by simp)
    have e : r * (1 - 0) / (1 + r ^ 2 * 0) = r := by simp
    rw [e] at h1
    rw [funext (amplitude_eq h)]
    exact h1
  · have hne : (1 + r ^ 2 * 0) / (1 + r ^ 2) ≠ 0 := by
      rw [mul_zero, add_zero]
      positivity
    have hL := (((hq.const_mul (r ^ 2)).const_add 1).div_const (1 + r ^ 2)).log hne
    -- the overlap prefactor is washed out by the division by β
    have h2 : Tendsto (fun β : ℝ => Real.log ((1 + r ^ 2 *
        Real.exp (-(β * (D - 2 * v * r)))) / (1 + r ^ 2)) / β) atTop (𝓝 0) :=
      hL.div_atTop tendsto_id
    have h3 := h2.const_sub (v * r)
    rw [sub_zero] at h3
    refine h3.congr' ?_
    filter_upwards [eventually_gt_atTop 0] with β hβ
    have hc : evolved v D β 0 = Real.exp (-(β * (v * r))) *
        ((1 + r ^ 2 * Real.exp (-(β * (D - 2 * v * r)))) / (1 + r ^ 2)) := by
      have hb : Real.exp (-(β * (D - v * r)))
          = Real.exp (-(β * (v * r))) * Real.exp (-(β * (D - 2 * v * r))) := by
        rw [← Real.exp_add]
        congr 1
        ring
      rw [(evolved_eq h β).1, hb]
      ring
    rw [hc, Real.log_mul (Real.exp_pos _).ne' (by positivity), Real.log_exp,
      eq_div_iff hβ.ne', sub_mul, div_mul_cancel₀ _ hβ.ne']
    ring
```

For $v\ne0$, $D-2vs_0=g>0$, so the final theorem obtains the energy difference condition from `hv` instead of assuming it. The closed form at $\tau=0$ gives $s(0)=0$.

```lean
/-- For `v ≠ 0`, imaginary-time propagation of the reference keeps `c₀ > 0`, its amplitude
starts at `0`, follows the Riccati equation and tends to the coupled-cluster root `s₀`, and
`-log c₀(β) / β` tends to `v s₀ = (D - √(D² + 4v²)) / 2`. -/
theorem imaginary_time_coupled_cluster {v : ℝ} (hv : v ≠ 0) (D : ℝ) :
    (∀ τ, 0 < evolved v D τ 0) ∧
    amplitude v D 0 = 0 ∧
    (∀ τ, HasDerivAt (amplitude v D)
      (-v - D * amplitude v D τ + v * amplitude v D τ ^ 2) τ) ∧
    Tendsto (amplitude v D) atTop (𝓝 (clusterRoot v D)) ∧
    Tendsto (fun β => -Real.log (evolved v D β 0) / β) atTop (𝓝 (v * clusterRoot v D)) ∧
    v * clusterRoot v D = (D - gap v D) / 2 := by
  obtain ⟨hE, h⟩ := clusterRoot_spec hv D
  have hgap : 0 < gap v D := Real.sqrt_pos.2 (by positivity)
  obtain ⟨hs, he⟩ := projection_limits h (by linarith)
  exact ⟨fun τ => (evolved_schrodinger v D τ).1, by simp [amplitude_eq h 0],
    amplitude_riccati v D, hs, he, hE⟩

end

end TwoLevelCoupledCluster
```

```lean
#print axioms TwoLevelCoupledCluster.clusterRoot_ground
#print axioms TwoLevelCoupledCluster.imaginary_time_coupled_cluster
```

```
'TwoLevelCoupledCluster.clusterRoot_ground' depends on axioms: [propext, Classical.choice, Quot.sound]
'TwoLevelCoupledCluster.imaginary_time_coupled_cluster' depends on axioms: [propext, Classical.choice, Quot.sound]
```

In this two-level, one-amplitude model with $v\ne0$, imaginary-time projection and the root $s_0$ of the coupled-cluster equation therefore give the same ground-state energy. The theorems do not address several amplitudes or truncated cluster operators.

## The case $v=2$, $D=3$

Here $g=5$, $s_0=-1/2$ and $vs_0=-1$; the other energy is $4$. The closed forms become

$$c_0=\frac{4e^\tau+e^{-4\tau}}5,\qquad s=-\frac{2(1-e^{-5\tau})}{4+e^{-5\tau}}.$$

At $\tau=1$, $s\approx-0.496$, already close to $-0.5$, while $-\log c_0(1)\approx-0.779$ is still well above $-1$. The energy estimate carries an error of about $\log(5/4)/\beta$ from the overlap prefactor, whereas the error in the amplitude decays exponentially.
